# A Schur step with one datum inside the unit disc keeps the interpolant in the disc and reproduces the datum

## From an imaginary frequency to a spectrum

To obtain a spectrum from an imaginary-frequency calculation, one continues the Green's function $G$ to $z=\omega+i\eta$ with small $\eta>0$ and plots $-\operatorname{Im}G(z)/\pi$. The plot is non-negative only if the continued function keeps $\operatorname{Im}G\le 0$. Nevanlinna continuation builds this sign into the interpolating formula.

For a diagonal fermionic element, the Lehmann form is $G(z)=\sum_m p_m/(z-\varepsilon_m)$ with energies $\varepsilon_m$ and weights $p_m\ge 0$, not all zero. Hence $\operatorname{Im}G(z)<0$ when $\operatorname{Im}z>0$. In dimensionless units, the Cayley map $\theta=(G+i)/(G-i)$ turns this sign into $|\theta|<1$.

## The interpolant and its bound

Let $y$ be the data point, with $\operatorname{Im}y>0$, and let $g$ be the transformed datum, with $|g|<1$. Let $\varphi$ be any function with $|\varphi(z)|\le 1$ for $\operatorname{Im}z>0$. Define

$$b(z)=\frac{z-y}{z-\bar y},\qquad \theta(z)=\frac{b(z)\varphi(z)+g}{1+\bar g\,b(z)\varphi(z)}.$$

Then $|\theta(z)|<1$ throughout the upper half-plane, and $\theta(y)=g$.

**The factor $b$.** Expanding the squares gives $|z-\bar y|^2-|z-y|^2=4\operatorname{Im}z\operatorname{Im}y>0$. So $|b(z)|<1$, and $u=b(z)\varphi(z)$ also has $|u|<1$.

**The Schur step.** Since $|\bar g u|<1$, the denominator $1+\bar g u$ is nonzero. The cross terms $2\operatorname{Re}(\bar g u)$ cancel in

$$|1+\bar g u|^2-|u+g|^2=1+|g|^2|u|^2-|u|^2-|g|^2=(1-|g|^2)(1-|u|^2)>0,$$

which gives $|\theta(z)|<1$. At $z=y$ we have $b=0$, so $\theta(y)=g$.

## What one datum leaves open

Fix $z$ and write $w=\theta(z)$. Solving $w(1+\bar g u)=u+g$ for the terms in $u$ gives $w-g=u(1-\bar g w)$, hence

$$|w-g|\le|b(z)|\,|1-\bar g w|.$$

Conversely, every $w$ obeying this inequality is reached. If $b(z)=0$, then $w=g$ and $\varphi=0$ works. Otherwise $1-\bar g w\ne0$, since its vanishing would force $w=g$ and $|g|=1$. The constant $\varphi=(w-g)/[b(z)(1-\bar g w)]$ then has modulus at most one and gives $w$.

As $z$ approaches a real frequency, $|b(z)|\to1$ and the allowed set fills the disc: close to the real axis, a single datum hardly constrains the value of $G$ at any one point.

## Back to the Green's function

Let $G_0$ be the datum at $y$, with $\operatorname{Im}G_0<0$, and set $g=(G_0+i)/(G_0-i)$. Because $|G_0+i|^2-|G_0-i|^2=4\operatorname{Im}G_0<0$, we have $|g|<1$. The inverse map $G=i(\theta+1)/(\theta-1)$ gives

$$\operatorname{Im}G=\operatorname{Re}\frac{(\theta+1)(\bar\theta-1)}{|\theta-1|^2}=\frac{|\theta|^2-1}{|\theta-1|^2}<0.$$

At $y$, $g+1=2G_0/(G_0-i)$ and $g-1=2i/(G_0-i)$, so $G(y)=G_0$. If $\varphi$ is holomorphic, so are $\theta$ and $G$, because no denominator vanishes.

Take $y=i$ and $G_0=-i$, so that $g=0$. The choice $\varphi=-1$ gives $G(z)=1/z$, a single level at zero energy. The choice $\varphi=0$ gives the constant $G(z)=-i$, and $\varphi=1$ gives $G(z)=-z$. All three match the datum and have the right sign, but only the first decays as $1/z$.

## The step inside a continuation code

With several transformed data $\theta_k$ at distinct points $y_k$, a code takes $g=\theta_1$, $y=y_1$ and replaces each remaining value by

$$\frac{\theta_k-g}{b(y_k)(1-\bar g\theta_k)}.$$

It repeats this for the next datum. After the last one it chooses a final $\varphi$ and applies the Schur steps in reverse order at $z=\omega+i\eta$. The bound proved above covers a step whose current datum lies inside the open disc; noisy data may put it outside.

## Reading the Lean statements

`blaschke y z` is $b(z)$, `schurStep g w` is $(w+g)/(1+\bar g w)$, whose argument `w` is the $u$ of the derivation and not the value $\theta(z)$, and `interpolant y g φ z` is $\theta(z)$. The parameter `φ : ℂ → ℂ` is defined everywhere but restricted only where `0 < z.im`. The main theorem, `interpolant_bounded_and_interpolates`, needs no continuity of `φ`. `IsSchur` adds holomorphy, which `attainable_values` and `greenContinuation_causal` use.

The condition `G₀.im < 0` is assumed of the datum. It follows from the Lehmann form with non-negative weights that are not all zero, but a function that satisfies it at one point need not have that form. The theorems treat one scalar datum. They do not decide whether several data are compatible, show that every bounded holomorphic function through the datum has this form, or enforce the $1/z$ decay of a Lehmann sum.

```lean
import Mathlib

open Complex ComplexConjugate

namespace NevanlinnaContinuation

noncomputable section

/-- The Blaschke factor of the upper half-plane with its zero at the data point `y`. -/
def blaschke (y z : ℂ) : ℂ := (z - y) / (z - conj y)

/-- The map used in one Schur step; it sends `0` to `g`. -/
def schurStep (g w : ℂ) : ℂ := (w + g) / (1 + conj g * w)

/-- The function built from the datum `g` at `y` and the free parameter function `φ`. -/
def interpolant (y g : ℂ) (φ : ℂ → ℂ) (z : ℂ) : ℂ :=
  schurStep g (blaschke y z * φ z)

/-- A Schur function: holomorphic on the upper half-plane and bounded there by one. -/
structure IsSchur (φ : ℂ → ℂ) : Prop where
  holo : DifferentiableOn ℂ φ {z : ℂ | 0 < z.im}
  bound : ∀ z : ℂ, 0 < z.im → ‖φ z‖ ≤ 1

/-- The Cayley map from values of a Green's function to the disc. -/
def toDisc (G : ℂ) : ℂ := (G + I) / (G - I)

/-- The inverse Cayley map, from the disc to values of a Green's function. -/
def toGreen (θ : ℂ) : ℂ := I * (θ + 1) / (θ - 1)

/-- The candidate for a continued Green's function, built from the datum `G₀` at `y` and the free
parameter function `φ`. -/
def greenContinuation (y G₀ : ℂ) (φ : ℂ → ℂ) (z : ℂ) : ℂ :=
  toGreen (interpolant y (toDisc G₀) φ z)

/-- For `y` and `z` in the upper half-plane, the Blaschke factor times a number of modulus at most
one has modulus below one. -/
theorem norm_blaschke_mul_lt_one {y z c : ℂ} (hy : 0 < y.im) (hz : 0 < z.im)
    (hc : ‖c‖ ≤ 1) : ‖blaschke y z * c‖ < 1 := by
  -- `z` is closer to `y` than to its mirror image
  have hd : normSq (z - y) < normSq (z - conj y) := by
    simp only [normSq_apply, sub_re, sub_im, conj_re, conj_im]
    nlinarith [mul_pos hy hz]
  rw [normSq_eq_norm_sq, normSq_eq_norm_sq] at hd
  have h : ‖z - y‖ < ‖z - conj y‖ := lt_of_pow_lt_pow_left₀ 2 (norm_nonneg _) hd
  have hb : ‖blaschke y z‖ < 1 := by
    rw [blaschke, norm_div, div_lt_one (lt_of_le_of_lt (norm_nonneg _) h)]
    exact h
  rw [norm_mul]
  exact (mul_le_of_le_one_right (norm_nonneg _) hc).trans_lt hb

/-- The identity comparing the denominator and numerator of a Schur step. -/
theorem schur_identity (g w : ℂ) :
    ‖1 + conj g * w‖ ^ 2 - ‖w + g‖ ^ 2 = (1 - ‖g‖ ^ 2) * (1 - ‖w‖ ^ 2) := by
  simp only [Complex.sq_norm, normSq_apply, add_re, add_im, mul_re, mul_im, one_re,
    one_im, conj_re, conj_im]
  ring

/-- If `|g| < 1`, the denominator of a Schur step does not vanish on the closed unit disc. -/
theorem schur_den_ne_zero {g w : ℂ} (hg : ‖g‖ < 1) (hw : ‖w‖ ≤ 1) :
    1 + conj g * w ≠ 0 := by
  intro h
  have h1 : conj g * w = -1 := by linear_combination h
  have h2 : ‖g‖ * ‖w‖ = 1 := by
    rw [← RCLike.norm_conj g, ← norm_mul, h1, norm_neg, norm_one]
  have h3 := mul_le_of_le_one_right (norm_nonneg g) hw
  linarith

/-- If `|g| < 1`, the Schur step maps the open unit disc into itself. -/
theorem norm_schurStep_lt_one {g w : ℂ} (hg : ‖g‖ < 1) (hw : ‖w‖ < 1) :
    ‖schurStep g w‖ < 1 := by
  rw [schurStep, norm_div, div_lt_one (norm_pos_iff.mpr (schur_den_ne_zero hg hw.le))]
  apply lt_of_pow_lt_pow_left₀ 2 (norm_nonneg _)
  have h1 : 0 < 1 - ‖g‖ ^ 2 := by nlinarith [norm_nonneg g]
  have h2 : 0 < 1 - ‖w‖ ^ 2 := by nlinarith [norm_nonneg w]
  linarith [schur_identity g w, mul_pos h1 h2]

/-- Let `y` lie in the upper half-plane and let `|g| < 1`. For any parameter function bounded by one
on the upper half-plane, the interpolant has modulus below one there and takes the prescribed value
`g` at `y`. -/
theorem interpolant_bounded_and_interpolates {y g : ℂ} (hy : 0 < y.im) (hg : ‖g‖ < 1)
    (φ : ℂ → ℂ) (hφ : ∀ z : ℂ, 0 < z.im → ‖φ z‖ ≤ 1) :
    (∀ z : ℂ, 0 < z.im → ‖interpolant y g φ z‖ < 1) ∧ interpolant y g φ y = g := by
  constructor
  · intro z hz
    exact norm_schurStep_lt_one hg (norm_blaschke_mul_lt_one hy hz (hφ z hz))
  · simp [interpolant, schurStep, blaschke]

/-- For `y` and `z` in the upper half-plane and `|g| < 1`, the values at `z` reached by interpolants
with a Schur parameter function are exactly the `w` with `|w - g| ≤ |b(z)| |1 - conj g w|`. -/
theorem attainable_values {y g z : ℂ} (hy : 0 < y.im) (hg : ‖g‖ < 1) (hz : 0 < z.im)
    (w : ℂ) : (∃ φ : ℂ → ℂ, IsSchur φ ∧ interpolant y g φ z = w) ↔
      ‖w - g‖ ≤ ‖blaschke y z‖ * ‖1 - conj g * w‖ := by
  constructor
  · rintro ⟨φ, hφ, h⟩
    have hu := norm_blaschke_mul_lt_one hy hz (hφ.bound z hz)
    rw [interpolant, schurStep, div_eq_iff (schur_den_ne_zero hg hu.le)] at h
    -- solve the Schur step for its argument
    have e : w - g = blaschke y z * φ z * (1 - conj g * w) := by linear_combination -h
    rw [e, norm_mul, norm_mul]
    exact mul_le_mul_of_nonneg_right
      (mul_le_of_le_one_right (norm_nonneg _) (hφ.bound z hz)) (norm_nonneg _)
  · intro h
    by_cases hb : blaschke y z = 0
    · have hw : w = g := by
        rw [hb, norm_zero, zero_mul] at h
        exact sub_eq_zero.mp (norm_le_zero_iff.mp h)
      refine ⟨fun _ => 0, ⟨differentiableOn_const _, fun _ _ => by simp⟩, ?_⟩
      simp [interpolant, schurStep, hw]
    · have hD : 1 - conj g * w ≠ 0 := by
        intro h0
        rw [h0, norm_zero, mul_zero] at h
        have hw : w = g := sub_eq_zero.mp (norm_le_zero_iff.mp h)
        rw [hw] at h0
        apply schur_den_ne_zero (w := -g) hg (by rw [norm_neg]; exact hg.le)
        linear_combination h0
      have hbD := mul_ne_zero hb hD
      -- a constant parameter function reaches the value `w`
      obtain ⟨c, hc⟩ : ∃ c, c = (w - g) / (blaschke y z * (1 - conj g * w)) := ⟨_, rfl⟩
      have hc1 : ‖c‖ ≤ 1 := by
        rw [hc, norm_div, div_le_one (norm_pos_iff.mpr hbD), norm_mul]
        exact h
      rw [eq_div_iff hbD] at hc
      refine ⟨fun _ => c, ⟨differentiableOn_const _, fun _ _ => hc1⟩, ?_⟩
      have hu := norm_blaschke_mul_lt_one hy hz hc1
      rw [interpolant, schurStep, div_eq_iff (schur_den_ne_zero hg hu.le)]
      linear_combination hc

/-- For `y` in the upper half-plane and `|g| < 1`, the interpolant of a Schur parameter function is
holomorphic on the upper half-plane. -/
theorem interpolant_holomorphic {y g : ℂ} (hy : 0 < y.im) (hg : ‖g‖ < 1)
    {φ : ℂ → ℂ} (hφ : IsSchur φ) :
    DifferentiableOn ℂ (interpolant y g φ) {z : ℂ | 0 < z.im} := by
  have h1 : DifferentiableOn ℂ (fun z : ℂ => z - y) {z : ℂ | 0 < z.im} := by fun_prop
  have h2 : DifferentiableOn ℂ (fun z : ℂ => z - conj y) {z : ℂ | 0 < z.im} := by fun_prop
  have hne : ∀ z ∈ {z : ℂ | 0 < z.im}, z - conj y ≠ 0 := by
    intro z hz h
    have hz' : 0 < z.im := hz
    have h' := congrArg Complex.im h
    simp only [sub_im, conj_im, zero_im] at h'
    linarith
  have hb : DifferentiableOn ℂ (blaschke y) {z : ℂ | 0 < z.im} := h1.div h2 hne
  have hu : DifferentiableOn ℂ (fun z => blaschke y z * φ z) {z : ℂ | 0 < z.im} :=
    hb.mul hφ.holo
  exact (hu.add_const g).div ((hu.const_mul (conj g)).const_add 1) fun z hz =>
    schur_den_ne_zero hg (norm_blaschke_mul_lt_one hy hz (hφ.bound z hz)).le

/-- For `y` in the upper half-plane and a datum `G₀` with negative imaginary part, each Schur
parameter function gives a function that is holomorphic with negative imaginary part on the upper
half-plane and equals the datum `G₀` at `y`. -/
theorem greenContinuation_causal {y G₀ : ℂ} (hy : 0 < y.im) (hG : G₀.im < 0)
    {φ : ℂ → ℂ} (hφ : IsSchur φ) :
    DifferentiableOn ℂ (greenContinuation y G₀ φ) {z : ℂ | 0 < z.im} ∧
      (∀ z : ℂ, 0 < z.im → (greenContinuation y G₀ φ z).im < 0) ∧
      greenContinuation y G₀ φ y = G₀ := by
  -- the datum is mapped into the open disc
  have hd : normSq (G₀ + I) < normSq (G₀ - I) := by
    simp only [normSq_apply, add_re, add_im, sub_re, sub_im, I_re, I_im]
    nlinarith
  rw [normSq_eq_norm_sq, normSq_eq_norm_sq] at hd
  have hlt : ‖G₀ + I‖ < ‖G₀ - I‖ := lt_of_pow_lt_pow_left₀ 2 (norm_nonneg _) hd
  have hpos : 0 < ‖G₀ - I‖ := lt_of_le_of_lt (norm_nonneg _) hlt
  have hg : ‖toDisc G₀‖ < 1 := by
    rw [toDisc, norm_div, div_lt_one hpos]
    exact hlt
  have hne : ∀ θ : ℂ, ‖θ‖ < 1 → θ - 1 ≠ 0 := by
    intro θ hθ h
    rw [sub_eq_zero.mp h, norm_one] at hθ
    exact lt_irrefl _ hθ
  obtain ⟨hb, hval⟩ := interpolant_bounded_and_interpolates hy hg φ hφ.bound
  have hi := interpolant_holomorphic hy hg hφ
  refine ⟨?_, ?_, ?_⟩
  · exact ((hi.add_const 1).const_mul I).div (hi.sub_const 1) fun z hz => hne _ (hb z hz)
  · intro z hz
    have hθ := hb z hz
    rw [greenContinuation]
    generalize interpolant y (toDisc G₀) φ z = θ at hθ ⊢
    -- the imaginary part is `(|θ|² - 1) / |θ - 1|²`
    have him : (toGreen θ).im = (θ.re * θ.re + θ.im * θ.im - 1) / normSq (θ - 1) := by
      rw [toGreen, div_im]
      simp only [mul_re, mul_im, add_re, add_im, sub_re, sub_im, I_re, I_im, one_re, one_im]
      ring
    rw [him]
    apply div_neg_of_neg_of_pos _ (normSq_pos.mpr (hne θ hθ))
    rw [← normSq_apply, normSq_eq_norm_sq]
    nlinarith [norm_nonneg θ]
  · have h0 : toDisc G₀ * (G₀ - I) = G₀ + I := div_mul_cancel₀ _ (norm_pos_iff.mp hpos)
    rw [greenContinuation, hval, toGreen, div_eq_iff (hne _ hg)]
    linear_combination -h0

end

end NevanlinnaContinuation
```

```lean
#print axioms NevanlinnaContinuation.norm_schurStep_lt_one
#print axioms NevanlinnaContinuation.attainable_values
#print axioms NevanlinnaContinuation.greenContinuation_causal
```

```
'NevanlinnaContinuation.norm_schurStep_lt_one' depends on axioms: [propext, Classical.choice, Quot.sound]
'NevanlinnaContinuation.attainable_values' depends on axioms: [propext, Classical.choice, Quot.sound]
'NevanlinnaContinuation.greenContinuation_causal' depends on axioms: [propext, Classical.choice, Quot.sound]
```

## How the proof follows the algebra

`norm_blaschke_mul_lt_one` compares the squared distances from $z$ to $y$ and $\bar y$; `nlinarith` receives the positive product of the imaginary parts. `schur_identity` expands both sides into real and imaginary parts, and `ring` finishes it. `schur_den_ne_zero` excludes $\bar g w=-1$ by taking norms. `norm_schurStep_lt_one` combines these two results, and the main theorem applies it to $w=b(z)\varphi(z)$. The value at $y$ follows by `simp`.

In `attainable_values`, `linear_combination` performs the rearrangement to $w-g=u(1-\bar g w)$. The converse splits on whether $b(z)=0$ and supplies the constant parameter functions found above.

`interpolant_holomorphic` assembles sums, products and quotients of differentiable functions, with a nonvanishing proof for each denominator. `greenContinuation_causal` first places the transformed datum in the disc. Its three final parts prove holomorphy, the sign through the formula for $\operatorname{Im}G$, and the value at $y$ through $g(G_0-i)=G_0+i$.
